# With a faster-emitting singlet, overestimating the exchange gap by s ≥ 0 lowers the thermal exciton emission rate by at most a factor exp(s/T)

## What stays fixed when the gap changes

To ask how an emission rate depends on the exchange gap, one must first decide what else may change with the gap. Here nothing else does. The singlet decay rate a, the triplet decay rate b and the temperature T (in energy units) are given numbers, and the gap D acts only through the thermal populations. In a real material the exchange interaction and the singlet's oscillator strength both depend on how electron and hole overlap, so a change of D would usually come with a change of a. Holding a fixed isolates the error that enters through the Boltzmann factor.

The second choice is that the populations are thermal. Suppose transitions between the exciton states are much faster than decay out of them. Then state i keeps a constant share pᵢ of the total population N, and with decay rates rᵢ

dN/dt = −(Σᵢ pᵢ rᵢ) N.

The exciton decays with a single rate, the Boltzmann average of the rᵢ. It is an emission rate if the rᵢ are radiative rates. Fast equilibration is assumed here and not derived from a kinetic model.

## One singlet above three triplet sublevels

Let the three triplet sublevels lie at a common energy E₀ and the singlet at E₀ + D. Electron–hole exchange is what raises the singlet, hence the name exchange gap for D. Temperature is measured in energy units, so T stands for Boltzmann's constant times the absolute temperature. The average rate is

k(D) = [a exp(−(E₀ + D)/T) + 3b exp(−E₀/T)] / [exp(−(E₀ + D)/T) + 3 exp(−E₀/T)].

Dividing numerator and denominator by exp(−E₀/T) removes the energy origin:

k(D) = (3b + a x)/(3 + x), with x = exp(−D/T).

The singlet holds the share x/(3 + x) of the population and the triplet the share 3/(3 + x). At D = 0 all four states are equally populated and k(0) = (a + 3b)/4.

## The claims and their Lean form

Let a > b ≥ 0 and T > 0. Three things are shown.

- The rate k(D) is strictly decreasing in D.
- For s ≥ 0 the factor k(D + s)/k(D) lies between exp(−s/T) and 1, and strictly between them if s > 0.
- As D grows, this factor tends to exp(−s/T) if b = 0, and to 1 if b > 0.

In the Lean file, `thermalAverage T E r` is the Boltzmann average for any finite list of states, with `E i` the energies and `r i` the rates. The closed formula is `emissionRate a b T D`. The theorem `thermalAverage_singlet_triplet` connects the two: the energies `![E₀ + D, E₀, E₀, E₀]` and the rates `![a, b, b, b]` list the singlet first and then the three sublevels, and the result holds for every `E₀`.

The first claim is `StrictAnti (emissionRate a b T)`, which says that D < D' implies k(D') < k(D). The gap is any real number, so the inverted order with the singlet below the triplet is included. The hypothesis `hab : b < a` says that the singlet decays faster, as expected when triplet emission is spin-forbidden or only weakly allowed. The hypothesis `hb : 0 ≤ b` expresses that b is a decay rate; monotonicity does not use it, but the bounds on the factor do. The definitions also accept T = 0, where Lean's convention for division by zero gives a value without physical meaning.

The gap D is an input, which a Bethe–Salpeter calculation of the singlet and triplet excitons, for example, might supply. Splittings within the triplet, further exciton states, vibrational structure and slow spin conversion are left out.

For simulation practice, the bounds translate an error in a calculated singlet–triplet gap into an error in the predicted rate, within this four-state equilibrium model with fixed a and b. If the calculated gap is too large by s = T, the predicted rate is too small, but it is still more than 1/e of the rate at the correct gap.

## Why the rate falls with the gap

Take D < D' and write x = exp(−D/T) and x' = exp(−D'/T). Since T > 0, we have x' < x. The denominators 3 + x and 3 + x' are positive, so k(D') < k(D) is equivalent to

(3b + a x')(3 + x) < (3b + a x)(3 + x').

Expand both sides. The terms 9b and a x x' occur on each side and cancel. The right side minus the left side is

3a x + 3b x' − 3a x' − 3b x = 3(a − b)(x − x').

Both brackets are positive, which proves the claim. The same expression shows what happens otherwise: for a = b the rate does not depend on the gap, and for a < b it rises with it.

## Bounding the effect of a gap error

Let s > 0 and put q = exp(−s/T), so 0 < q < 1. Raising the gap by s multiplies the singlet's Boltzmann factor by q:

exp(−(D + s)/T) = q x.

The rate k(D) is positive because a x > 0 and b ≥ 0, so we may divide by it. The upper bound k(D + s)/k(D) < 1 is then the monotonicity just shown.

The lower bound says q k(D) < k(D + s), that is

q(3b + a x)/(3 + x) < (3b + a q x)/(3 + q x).

Cross-multiplying gives

q(3b + a x)(3 + q x) < (3b + a q x)(3 + x).

The left side expands to 9bq + 3bq²x + 3aqx + aq²x², and the right side to 9b + 3bx + 3aqx + aqx². Their difference, right minus left, is

9b(1 − q) + 3bx(1 − q)(1 + q) + aqx²(1 − q).

The first two terms are nonnegative and the third is positive, so the strict inequality holds. For s = 0 the factor and both bounds equal 1.

## The limit of a large gap

As D → ∞ the Boltzmann factor x tends to 0. For a dark triplet, b = 0, the singlet rate cancels from the quotient:

k(D + s)/k(D) = q(3 + x)/(3 + q x) → q.

All emission then comes from the thermally populated singlet, and the gap error acts with its full Boltzmann factor. For an emitting triplet, b > 0, the rate itself tends to b, both for the gap D and for the gap D + s, so the factor tends to b/b = 1. The thermal singlet contribution has become negligible, and the gap error with it.

A lower bound independent of D that is to include dark triplets therefore cannot exceed exp(−s/T), and for an emitting triplet no upper bound independent of D can be below 1.

## The complete Lean file

```lean
import Mathlib

open Filter Topology

namespace ExcitonThermalEmission

noncomputable section

/-- Boltzmann average of the decay rates `r i` of finitely many states with energies `E i`,
at temperature `T` in energy units. Its domain is `T ≠ 0` and at least one state. -/
def thermalAverage {ι : Type*} [Fintype ι] (T : ℝ) (E r : ι → ℝ) : ℝ :=
  (∑ i, r i * Real.exp (-E i / T)) / ∑ i, Real.exp (-E i / T)

/-- Thermal emission rate of an exciton with singlet rate `a`, triplet rate `b` and
exchange gap `D`, at temperature `T` in energy units. Its domain is `T ≠ 0`. -/
def emissionRate (a b T D : ℝ) : ℝ :=
  (3 * b + a * Real.exp (-D / T)) / (3 + Real.exp (-D / T))

/-- Raising an energy `D` by `s` multiplies its Boltzmann factor by that of `s`. -/
theorem boltzmann_shift (T D s : ℝ) :
    Real.exp (-(D + s) / T) = Real.exp (-s / T) * Real.exp (-D / T) := by
  rw [← Real.exp_add]
  congr 1
  ring

/-- The Boltzmann average over one singlet at energy `E₀ + D` and three triplet sublevels
at energy `E₀` is the emission rate with gap `D`, whatever `E₀` is. -/
theorem thermalAverage_singlet_triplet (a b T E₀ D : ℝ) :
    thermalAverage T ![E₀ + D, E₀, E₀, E₀] ![a, b, b, b] = emissionRate a b T D := by
  -- write out the four states
  have h : thermalAverage T ![E₀ + D, E₀, E₀, E₀] ![a, b, b, b] =
      (a * Real.exp (-(E₀ + D) / T) + b * Real.exp (-E₀ / T) + b * Real.exp (-E₀ / T)
        + b * Real.exp (-E₀ / T)) /
      (Real.exp (-(E₀ + D) / T) + Real.exp (-E₀ / T) + Real.exp (-E₀ / T)
        + Real.exp (-E₀ / T)) := by
    unfold thermalAverage
    rw [Fin.sum_univ_four, Fin.sum_univ_four]
    rfl
  -- the common factor of the energy origin cancels
  rw [h, boltzmann_shift, emissionRate, div_eq_div_iff (by positivity) (by positivity)]
  ring

/-- The emission rate is positive when the singlet emits and the triplet rate is
not negative. -/
theorem emissionRate_pos {a b : ℝ} (ha : 0 < a) (hb : 0 ≤ b) (T D : ℝ) :
    0 < emissionRate a b T D := by
  unfold emissionRate
  positivity

/-- At positive temperature, if the singlet decays faster than the triplet, the thermal
emission rate strictly decreases with the exchange gap. -/
theorem emissionRate_strictAnti {a b T : ℝ} (hab : b < a) (hT : 0 < T) :
    StrictAnti (emissionRate a b T) := by
  intro D D' h
  have hx : Real.exp (-D' / T) < Real.exp (-D / T) :=
    Real.exp_lt_exp.mpr (div_lt_div_of_pos_right (by linarith) hT)
  unfold emissionRate
  rw [div_lt_div_iff₀ (by positivity) (by positivity)]
  -- the difference of the two sides is `3 (a - b)` times that of the Boltzmann factors
  nlinarith [mul_pos (sub_pos.2 hab) (sub_pos.2 hx)]

/-- For `a > b ≥ 0` and `T > 0`, overestimating the gap by `s > 0` multiplies the emission
rate by a factor strictly between `exp (-s / T)` and `1`. -/
theorem rate_factor_strict {a b T s : ℝ} (hb : 0 ≤ b) (hab : b < a) (hT : 0 < T)
    (hs : 0 < s) (D : ℝ) :
    Real.exp (-s / T) < emissionRate a b T (D + s) / emissionRate a b T D ∧
      emissionRate a b T (D + s) / emissionRate a b T D < 1 := by
  have ha : 0 < a := lt_of_le_of_lt hb hab
  have hk := emissionRate_pos ha hb T D
  refine ⟨?_, (div_lt_one hk).2 (emissionRate_strictAnti hab hT (by linarith))⟩
  have hq1 : Real.exp (-s / T) < 1 :=
    Real.exp_lt_one_iff.mpr (div_neg_of_neg_of_pos (by linarith) hT)
  have hq : 0 < Real.exp (-s / T) := Real.exp_pos _
  have hx : 0 < Real.exp (-D / T) := Real.exp_pos _
  rw [lt_div_iff₀ hk]
  unfold emissionRate
  rw [boltzmann_shift]
  generalize Real.exp (-s / T) = q at *
  generalize Real.exp (-D / T) = x at *
  rw [← mul_div_assoc, div_lt_div_iff₀ (by positivity) (by positivity)]
  -- after cross-multiplication the difference of the two sides is 9 times the term in `h1`,
  -- plus 3 times the term in `h2`, plus the term in `h3`
  have hq' : 0 < 1 - q := sub_pos.2 hq1
  have h1 : 0 ≤ b * (1 - q) := by positivity
  have h2 : 0 ≤ b * x * (1 - q) * (1 + q) := by positivity
  have h3 : 0 < a * q * x ^ 2 * (1 - q) := by positivity
  nlinarith [h1, h2, h3]

/-- For `a > b ≥ 0` and `T > 0`, overestimating the gap by `s ≥ 0` multiplies the emission
rate by a factor between `exp (-s / T)` and `1`. -/
theorem rate_factor_bounds {a b T s : ℝ} (hb : 0 ≤ b) (hab : b < a) (hT : 0 < T)
    (hs : 0 ≤ s) (D : ℝ) :
    Real.exp (-s / T) ≤ emissionRate a b T (D + s) / emissionRate a b T D ∧
      emissionRate a b T (D + s) / emissionRate a b T D ≤ 1 := by
  rcases hs.eq_or_lt with rfl | h
  · have hk := emissionRate_pos (lt_of_le_of_lt hb hab) hb T D
    rw [add_zero, div_self hk.ne', neg_zero, zero_div, Real.exp_zero]
    exact ⟨le_rfl, le_rfl⟩
  · exact (rate_factor_strict hb hab hT h D).imp le_of_lt le_of_lt

/-- At positive temperature the Boltzmann factor vanishes in the limit of a large gap. -/
theorem boltzmann_tendsto_zero {T : ℝ} (hT : 0 < T) :
    Tendsto (fun D : ℝ => Real.exp (-D / T)) atTop (𝓝 0) :=
  Real.tendsto_exp_atBot.comp (tendsto_neg_atTop_atBot.atBot_div_const hT)

/-- For a dark triplet (`b = 0`), an emitting singlet and `T > 0`, the factor caused by a
gap error `s` tends to `exp (-s / T)` as the gap grows. -/
theorem rate_factor_dark_limit {a T : ℝ} (ha : 0 < a) (hT : 0 < T) (s : ℝ) :
    Tendsto (fun D => emissionRate a 0 T (D + s) / emissionRate a 0 T D) atTop
      (𝓝 (Real.exp (-s / T))) := by
  have hx := boltzmann_tendsto_zero hT
  have hlim : Tendsto (fun D : ℝ => Real.exp (-s / T) * (3 + Real.exp (-D / T)) /
      (3 + Real.exp (-s / T) * Real.exp (-D / T))) atTop
      (𝓝 (Real.exp (-s / T) * (3 + 0) / (3 + Real.exp (-s / T) * 0))) :=
    ((hx.const_add 3).const_mul _).div ((hx.const_mul _).const_add 3) (by norm_num)
  have e : Real.exp (-s / T) * (3 + 0) / (3 + Real.exp (-s / T) * 0)
      = Real.exp (-s / T) := by ring
  rw [e] at hlim
  refine hlim.congr fun D => ?_
  -- the singlet rate cancels from the quotient
  unfold emissionRate
  rw [boltzmann_shift]
  simp only [mul_zero, zero_add]
  rw [div_div_div_eq, div_eq_div_iff (by positivity) (by positivity)]
  ring

/-- For an emitting triplet (`b > 0`) and `T > 0`, the factor caused by a gap error `s`
tends to `1` as the gap grows. -/
theorem rate_factor_bright_limit {b T : ℝ} (hb : 0 < b) (hT : 0 < T) (a s : ℝ) :
    Tendsto (fun D => emissionRate a b T (D + s) / emissionRate a b T D) atTop (𝓝 1) := by
  have hx := boltzmann_tendsto_zero hT
  -- the rate itself tends to the triplet rate
  have hk : Tendsto (emissionRate a b T) atTop (𝓝 ((3 * b + a * 0) / (3 + 0))) :=
    ((hx.const_mul a).const_add (3 * b)).div (hx.const_add 3) (by norm_num)
  have e : (3 * b + a * 0) / (3 + 0) = b := by ring
  rw [e] at hk
  have h := (hk.comp (tendsto_atTop_add_const_right atTop s tendsto_id)).div hk hb.ne'
  rw [div_self hb.ne'] at h
  exact h

end

end ExcitonThermalEmission
```

```lean
#print axioms ExcitonThermalEmission.emissionRate_strictAnti
#print axioms ExcitonThermalEmission.rate_factor_bounds
#print axioms ExcitonThermalEmission.rate_factor_dark_limit
#print axioms ExcitonThermalEmission.rate_factor_bright_limit
```

```
'ExcitonThermalEmission.emissionRate_strictAnti' depends on axioms: [propext, Classical.choice, Quot.sound]
'ExcitonThermalEmission.rate_factor_bounds' depends on axioms: [propext, Classical.choice, Quot.sound]
'ExcitonThermalEmission.rate_factor_dark_limit' depends on axioms: [propext, Classical.choice, Quot.sound]
'ExcitonThermalEmission.rate_factor_bright_limit' depends on axioms: [propext, Classical.choice, Quot.sound]
```

## From the Boltzmann average to the two-level formula

The lemma `boltzmann_shift` is the rule exp(−(D + s)/T) = exp(−s/T) exp(−D/T). It is proved by combining the two exponentials on the right and comparing exponents.

In `thermalAverage_singlet_triplet`, the intermediate statement `h` writes out both sums over the four states. The shift rule, applied to the energy E₀ raised by D, then splits the singlet's Boltzmann factor into exp(−D/T) and exp(−E₀/T). Where the derivation by hand divides by exp(−E₀/T), Lean cross-multiplies with `div_eq_div_iff`, whose two side conditions are that the denominators are nonzero. What remains is a polynomial identity in the exponentials, which `ring` settles.

## Monotonicity and the two bounds

The lemma `emissionRate_pos` records that the rate is positive for a > 0 and b ≥ 0; `positivity` reads this off from the signs of the parts.

In `emissionRate_strictAnti`, the statement `hx` is the inequality x' < x between the Boltzmann factors, and `div_lt_div_iff₀` performs the cross-multiplication. The tactic `nlinarith` receives the positive product (a − b)(x − x'). Since the difference of the two sides is three times this product, nothing further is needed.

The theorem `rate_factor_strict` first obtains a > 0 from a > b ≥ 0, so that `emissionRate_pos` applies. The upper bound is `div_lt_one` together with monotonicity. For the lower bound, `lt_div_iff₀` turns the claim about a quotient into q k(D) < k(D + s), and `boltzmann_shift` introduces the product q x. The two `generalize` steps replace the exponentials by plain variables `q` and `x`, about which only the recorded inequalities are kept. After cross-multiplication, `h1`, `h2` and `h3` state the signs of the three terms found by hand, without their numerical coefficients. The final `nlinarith` combines them with the weights 9, 3 and 1.

The theorem `rate_factor_bounds` extends this to s ≥ 0 by distinguishing two cases. For s = 0 the quotient is a positive number divided by itself, and exp(0) = 1. For s > 0 the strict inequalities are weakened to non-strict ones.

## The two limits in Lean

The lemma `boltzmann_tendsto_zero` states that exp(−D/T) tends to 0 as D → ∞; in Lean, `atTop` stands for D → ∞ and `𝓝 0` for convergence to 0.

In `rate_factor_dark_limit`, the statement `hlim` gives the limit of the simplified quotient q(3 + x)/(3 + q x), and `e` evaluates that limit to q. The step `hlim.congr` transfers the result to the original quotient, after which the remaining lines verify that the two expressions agree for every D. This is where the singlet rate cancels, which uses a > 0.

In `rate_factor_bright_limit`, the statement `hk` says that the rate tends to b. Composing it with the shift D ↦ D + s gives the same limit for the numerator, and the quotient of the limits is b/b = 1 because b is nonzero. This theorem places no condition on a, and both limit theorems allow s of either sign, so they also describe an underestimated gap.
